# Projectors dual to pseudo-states of norm below one have norm above one

In an ultrasoft pseudopotential, a smooth pseudo-state $\varphi_i$ may carry less charge inside the core sphere than the all-electron partial wave that it replaces. The nonlocal part of the potential acts through projectors $\beta_i$, chosen so that $\langle\beta_i,\varphi_j\rangle=\delta_{ij}$: on a combination of pseudo-states, $\beta_i$ reads off the coefficient of $\varphi_i$. If a pseudo-state is short of norm, what does this condition do to the lengths and the mutual overlaps of the projectors?

Collect the pseudo-states as the columns of a complex matrix $\Phi$ and the projectors as the columns of $B$. The condition becomes $B^\dagger\Phi=1$, and the pseudo-states have the overlap matrix $G=\Phi^\dagger\Phi$. Everything below is finite-dimensional: functions in the sphere are represented by their components in a finite orthonormal basis, or by values on a grid with the quadrature weights absorbed.

```lean
import Mathlib

open Matrix
open scoped ComplexOrder

namespace UltrasoftProjectors

noncomputable section

variable {m n : Type*} [Fintype m] [Fintype n] [DecidableEq n]
```

The index type `m` labels the components of a vector, and `n` labels the pseudo-states and their projectors. Both are finite and otherwise arbitrary.

## Overlaps, columns and duality

```lean
/-- The overlap matrix `AᴴA` of the vectors that form the columns of `A`. -/
def overlap (A : Matrix m n ℂ) : Matrix n n ℂ := Aᴴ * A
```

For any matrix $A$, `overlap A` is $A^\dagger A$; Lean writes the conjugate transpose as `ᴴ`. Thus `overlap Φ` is $G$, and `overlap B` holds the inner products among the projectors.

```lean
/-- The `i`-th column of `A` as a vector of the Hilbert space `ℂ^m`. -/
def column (A : Matrix m n ℂ) (i : n) : EuclideanSpace ℂ m :=
  WithLp.toLp 2 (fun k => A k i)
```

`column A i` is the $i$-th column of $A$, regarded as a vector with the Euclidean norm $\|v\|^2=\sum_k|v_k|^2$. So `column Φ i` is $\varphi_i$ and `column B i` is $\beta_i$.

```lean
/-- The projectors `B` are dual to the pseudo-states `Φ`: `⟨β_i, φ_j⟩ = δ_ij`. -/
def IsDual (B Φ : Matrix m n ℂ) : Prop := Bᴴ * Φ = 1
```

`IsDual B Φ` is the statement $B^\dagger\Phi=1$. It enters the theorems as a hypothesis. When a pseudopotential is generated, it is imposed by taking suitable linear combinations of unnormalised projector functions.

```lean
/-- The canonical projectors `Φ G⁻¹`, with `G` the overlap matrix of the pseudo-states; this is
meant for invertible `G`, and for singular `G` Lean's inverse, and hence this matrix, is zero. -/
def canonical (Φ : Matrix m n ℂ) : Matrix m n ℂ := Φ * (overlap Φ)⁻¹
```

One particular dual set is built from the pseudo-states alone: $C=\Phi G^{-1}$, called `canonical Φ`. The usual ultrasoft projectors are built from other functions and need not coincide with it, so it serves here as a reference for comparison.

```lean
/-- The inverse overlap matrix is Hermitian. -/
theorem overlap_inv_conjTranspose (Φ : Matrix m n ℂ) :
    ((overlap Φ)⁻¹)ᴴ = (overlap Φ)⁻¹ := by
  rw [Matrix.conjTranspose_nonsing_inv]
  simp [overlap, Matrix.conjTranspose_mul]
```

Since $G^\dagger=G$, also $(G^{-1})^\dagger=G^{-1}$. The proof moves the dagger inside the inverse and then simplifies $(\Phi^\dagger\Phi)^\dagger$.

```lean
omit [Fintype n] [DecidableEq n] in
/-- The entries of `AᴴB` are the inner products between the columns of `A` and of `B`. -/
theorem inner_column (A B : Matrix m n ℂ) (i j : n) :
    inner ℂ (column A i) (column B j) = (Aᴴ * B) i j := by
  simp [column, Matrix.mul_apply, PiLp.inner_apply, mul_comm]
```

With $a_i$ and $b_j$ the columns of $A$ and $B$, this says $\langle a_i,b_j\rangle=\sum_k \overline{A_{ki}}\,B_{kj}=(A^\dagger B)_{ij}$. The inner product is conjugate-linear in its first argument, as in Dirac notation. The lemma connects matrix identities with statements about vectors.

## Duality makes the overlap matrix invertible

```lean
/-- Pseudo-states that possess dual projectors have an invertible overlap matrix. -/
theorem overlap_isUnit {B Φ : Matrix m n ℂ} (h : IsDual B Φ) : IsUnit (overlap Φ) := by
  have hd : Bᴴ * Φ = 1 := h
  rw [← Matrix.mulVec_injective_iff_isUnit]
  intro x y hxy
  have h0 : (Φᴴ * Φ) *ᵥ (x - y) = 0 := by
    rw [Matrix.mulVec_sub]
    exact sub_eq_zero.mpr hxy
  -- a null vector of the overlap matrix is a vanishing combination of pseudo-states
  have h1 : Φ *ᵥ (x - y) = 0 := (Matrix.conjTranspose_mul_self_mulVec_eq_zero Φ _).mp h0
  have h2 : x - y = 0 := by
    calc x - y = (Bᴴ * Φ) *ᵥ (x - y) := by rw [hd, Matrix.one_mulVec]
      _ = 0 := by rw [← Matrix.mulVec_mulVec, h1, Matrix.mulVec_zero]
  exact sub_eq_zero.mp h2
```

Suppose $Gx=0$. Then $0=x^\dagger\Phi^\dagger\Phi x=\|\Phi x\|^2$, so $\Phi x=0$, and duality gives $x=B^\dagger\Phi x=0$. A square matrix with no nonzero null vector is invertible, which is what `IsUnit` means here.

Lean phrases this as injectivity: two vectors with the same image under $G$ are equal. Their difference `x - y` plays the role of the null vector. The step `h1` passes from $G$ to $\Phi$, and `h2` applies $B^\dagger$.

```lean
/-- If the overlap matrix of the pseudo-states is invertible, the canonical projectors
are dual to the pseudo-states. -/
theorem canonical_isDual {Φ : Matrix m n ℂ} (h : IsUnit (overlap Φ)) :
    IsDual (canonical Φ) Φ := by
  unfold IsDual canonical
  rw [Matrix.conjTranspose_mul, overlap_inv_conjTranspose, Matrix.mul_assoc]
  exact Matrix.nonsing_inv_mul _ ((Matrix.isUnit_iff_isUnit_det _).mp h)
```

Conversely, if $G$ is invertible, then $C^\dagger\Phi=G^{-1}\Phi^\dagger\Phi=G^{-1}G=1$, so the canonical projectors are dual to the pseudo-states. The rewriting uses the Hermiticity of $G^{-1}$, and the last line cancels the inverse.

## The excess is itself an overlap matrix

```lean
/-- For dual projectors `B`, the excess of their overlap matrix over `G⁻¹` is the overlap
matrix of their deviations from the canonical projectors. -/
theorem overlap_sub_inv {B Φ : Matrix m n ℂ} (h : IsDual B Φ) :
    overlap B - (overlap Φ)⁻¹ = overlap (B - canonical Φ) := by
  -- every dual set has the same overlaps with the canonical projectors
  have key : ∀ A : Matrix m n ℂ, IsDual A Φ → Aᴴ * canonical Φ = (overlap Φ)⁻¹ := by
    intro A hA
    have hA' : Aᴴ * Φ = 1 := hA
    rw [canonical, ← Matrix.mul_assoc, hA', Matrix.one_mul]
  have h1 := key B h
  have h2 : (canonical Φ)ᴴ * B = (overlap Φ)⁻¹ := by
    have h' := congrArg Matrix.conjTranspose h1
    rwa [Matrix.conjTranspose_mul, Matrix.conjTranspose_conjTranspose,
      overlap_inv_conjTranspose] at h'
  have h3 := key (canonical Φ) (canonical_isDual (overlap_isUnit h))
  have expand : overlap (B - canonical Φ) = overlap B - Bᴴ * canonical Φ
      - (canonical Φ)ᴴ * B + (canonical Φ)ᴴ * canonical Φ := by
    simp only [overlap, Matrix.conjTranspose_sub, Matrix.sub_mul, Matrix.mul_sub]
    abel
  rw [expand, h1, h2, h3]
  abel
```

The identity is
$$B^\dagger B-G^{-1}=(B-C)^\dagger(B-C).$$
For any dual set $A$,
$$A^\dagger C=A^\dagger\Phi\,G^{-1}=G^{-1}.$$
This is `key`. Taking $A=B$ gives $B^\dagger C=G^{-1}$ (`h1`), whose conjugate transpose is $C^\dagger B=G^{-1}$ (`h2`). Taking $A=C$, which is allowed because $C$ is dual as well, gives $C^\dagger C=G^{-1}$ (`h3`). Therefore
$$(B-C)^\dagger(B-C)=B^\dagger B-B^\dagger C-C^\dagger B+C^\dagger C=B^\dagger B-G^{-1}.$$
The step `expand` multiplies out the product, and `abel` collects the terms.

```lean
/-- If the projectors `B` are dual to the pseudo-states `Φ`, the overlap matrix `G` of `Φ`
is invertible and `BᴴB - G⁻¹` is positive semidefinite; it vanishes exactly when `B` is the
canonical set `Φ G⁻¹`. -/
theorem projector_overlap_bound {B Φ : Matrix m n ℂ} (h : IsDual B Φ) :
    IsUnit (overlap Φ) ∧ (overlap B - (overlap Φ)⁻¹).PosSemidef ∧
      (overlap B - (overlap Φ)⁻¹ = 0 ↔ B = canonical Φ) := by
  refine ⟨overlap_isUnit h, ?_, ?_⟩
  · rw [overlap_sub_inv h]
    exact Matrix.posSemidef_conjTranspose_mul_self _
  · rw [overlap_sub_inv h]
    exact Matrix.conjTranspose_mul_self_eq_zero.trans sub_eq_zero
```

The conclusion has three parts, joined by `∧`: $G$ is invertible; $B^\dagger B-G^{-1}$ is positive semidefinite; and this difference is zero if and only if $B=\Phi G^{-1}$.

The first part was shown above. For the second, the identity gives, for every coefficient vector $x$,
$$x^\dagger(B^\dagger B-G^{-1})x=\|(B-C)x\|^2\ge 0.$$
For the third, $D^\dagger D=0$ holds exactly when $D=0$, here with $D=B-C$. The Lean proof rewrites with `overlap_sub_inv` in both cases and then applies the matching library fact.

The full duality condition matters. Requiring only $\langle\beta_i,\varphi_i\rangle=1$ is too weak for positivity, even when $G$ is invertible. Take $\varphi_1=(1,0)$, $\varphi_2=(3/5,4/5)$ and $B=\Phi$. Then $B^\dagger B=G$ has eigenvalues $8/5$ and $2/5$, and $B^\dagger B-G^{-1}$ has the negative eigenvalue $2/5-5/2=-21/10$.

## Short pseudo-states need long projectors

```lean
omit [Fintype n] in
/-- A pseudo-state with a dual projector is nonzero, and the norm of the projector is at
least the reciprocal of the norm of the pseudo-state. -/
theorem projector_norm_bound {B Φ : Matrix m n ℂ} (h : IsDual B Φ) (i : n) :
    0 < ‖column Φ i‖ ∧ 1 / ‖column Φ i‖ ≤ ‖column B i‖ := by
  have hd : Bᴴ * Φ = 1 := h
  -- Cauchy-Schwarz for the pair with unit inner product
  have hcs := norm_inner_le_norm (𝕜 := ℂ) (column B i) (column Φ i)
  rw [inner_column, hd, Matrix.one_apply_eq, norm_one] at hcs
  have hpos : 0 < ‖column Φ i‖ := by
    rcases (norm_nonneg (column Φ i)).eq_or_lt with h0 | h0
    · rw [← h0, mul_zero] at hcs
      linarith
    · exact h0
  exact ⟨hpos, (div_le_iff₀ hpos).mpr hcs⟩
```

For each $i$, the pseudo-state is nonzero and $\|\beta_i\|\ge 1/\|\varphi_i\|$. The diagonal part of duality and the Cauchy–Schwarz inequality give
$$1=|\langle\beta_i,\varphi_i\rangle|\le\|\beta_i\|\,\|\varphi_i\|.$$
If $\|\varphi_i\|$ were zero, this would read $1\le 0$. So the norm is positive, and dividing by it gives the bound. In the code, `hcs` is the Cauchy–Schwarz inequality, which the rewriting turns into the line above; `hpos` excludes zero norm, and `div_le_iff₀` does the division.

```lean
omit [Fintype n] in
/-- A dual projector belonging to a norm-deficient pseudo-state, `‖φ_i‖ < 1`, has norm
greater than one. -/
theorem one_lt_projector_norm {B Φ : Matrix m n ℂ} (h : IsDual B Φ) (i : n)
    (hi : ‖column Φ i‖ < 1) : 1 < ‖column B i‖ := by
  obtain ⟨hpos, hb⟩ := projector_norm_bound h i
  have h1 : 1 < 1 / ‖column Φ i‖ := (lt_div_iff₀ hpos).mpr (by linarith)
  exact lt_of_lt_of_le h1 hb
```

If $\|\varphi_i\|<1$, then $1/\|\varphi_i\|>1$, and hence $\|\beta_i\|>1$. The number one stands for the norm of the all-electron partial wave in the sphere, when that wave has been normalised there; norm deficiency then means $\|\varphi_i\|<1$. With another normalisation the threshold shifts, because multiplying $\varphi_i$ by a positive number $c$ divides its dual projector by $c$.

The strict inequality is needed: with only $\|\varphi_i\|\le1$, the one-component choice $\varphi=\beta=1$ satisfies duality and has $\|\beta\|=1$.

When the all-electron partial waves are normalised in the sphere, the projectors of norm-deficient pseudo-states are therefore not normalised, and $\sum_i|\beta_i\rangle\langle\beta_i|$ is then not a projection operator, despite the name.

## When the canonical projectors are orthogonal

```lean
/-- For pseudo-states with invertible overlap matrix, the canonical projectors are mutually
orthogonal exactly when the pseudo-states are. -/
theorem canonical_orthogonal_iff {Φ : Matrix m n ℂ} (h : IsUnit (overlap Φ)) :
    (overlap (canonical Φ)).IsDiag ↔ (overlap Φ).IsDiag := by
  -- the inverse of a diagonal matrix is diagonal
  have aux : ∀ D G : Matrix n n ℂ, D * G = 1 → D.IsDiag → G.IsDiag := by
    intro D G hDG hD i j hij
    have key : ∀ k, D i i * G i k = (1 : Matrix n n ℂ) i k := by
      intro k
      rw [← hDG, Matrix.mul_apply]
      have hs : ∑ l, D i l * G l k = D i i * G i k := by
        refine Finset.sum_eq_single i ?_ ?_
        · intro l _ hl
          exact mul_eq_zero_of_left (hD hl.symm) _
        · intro hi
          exact absurd (Finset.mem_univ i) hi
      exact hs.symm
    have hii := key i
    rw [Matrix.one_apply_eq] at hii
    have hne : D i i ≠ 0 := left_ne_zero_of_mul_eq_one hii
    have hj := key j
    rw [Matrix.one_apply_ne hij] at hj
    exact (mul_eq_zero.mp hj).resolve_left hne
  have hdet := (Matrix.isUnit_iff_isUnit_det _).mp h
  have hC : overlap (canonical Φ) = (overlap Φ)⁻¹ :=
    sub_eq_zero.mp ((projector_overlap_bound (canonical_isDual h)).2.2.mpr rfl)
  rw [hC]
  exact ⟨aux _ _ (Matrix.nonsing_inv_mul _ hdet), aux _ _ (Matrix.mul_nonsing_inv _ hdet)⟩
```

`IsDiag` says that all off-diagonal entries vanish. For an overlap matrix, this is mutual orthogonality of the columns, with no condition on their lengths. The theorem therefore says that, for invertible $G$, the canonical projectors are mutually orthogonal if and only if the pseudo-states are.

By the equality case above with $B=C$, the canonical projectors have overlap matrix $C^\dagger C=G^{-1}$; this is `hC`. It remains to see that a matrix is diagonal exactly when its inverse is. The helper `aux` treats two matrices with $DG=1$ and $D$ diagonal, where $G$ is for the moment any matrix. Only one term of the matrix product survives:
$$D_{ii}G_{ik}=\delta_{ik}.$$
For $k=i$ this shows $D_{ii}\ne0$, and for $k=j\ne i$ it then gives $G_{ij}=0$. Applying `aux` to $G^{-1}G=1$ and to $GG^{-1}=1$, now with the overlap matrix $G$, yields the two directions.

Invertibility is a real condition in the Lean statement, since Lean assigns the value zero to the inverse of a singular matrix. Two equal unit vectors as pseudo-states would get zero "canonical projectors", which are trivially orthogonal, while the pseudo-states are not.

The criterion concerns the canonical set only. Another dual set can have components orthogonal to every pseudo-state, and these change the overlaps among the projectors, as the following example can illustrate.

## Two pseudo-states in three dimensions

```lean
/-- Two pseudo-states in `ℂ³`, the columns of the matrix. -/
def exampleStates : Matrix (Fin 3) (Fin 2) ℂ := !![1/2, 1/4; 0, 1/2; 0, 0]
```

Semicolons separate the rows, and the vectors are the columns: $\varphi_1=(1/2,0,0)$ and $\varphi_2=(1/4,1/2,0)$. Neither has been normalised.

```lean
/-- Two projectors in `ℂ³`, the columns of the matrix. -/
def exampleProjectors : Matrix (Fin 3) (Fin 2) ℂ := !![2, 0; -1, 2; 1, 0]
```

The projectors are $\beta_1=(2,-1,1)$ and $\beta_2=(0,2,0)$.

```lean
/-- The example projectors are dual to the example pseudo-states. The squared norms are
`1/4` and `5/16` for the states, `6` and `4` for the projectors, and the two projectors
have inner product `-2`. -/
theorem isDual_witness :
    IsDual exampleProjectors exampleStates ∧
      overlap exampleStates = !![1/4, 1/8; 1/8, 5/16] ∧
      overlap exampleProjectors = !![6, -2; -2, 4] := by
  -- real numbers are their own conjugates
  have h2 : (starRingEnd ℂ) 2 = 2 := map_ofNat (starRingEnd ℂ) 2
  have h4 : (starRingEnd ℂ) 4 = 4 := map_ofNat (starRingEnd ℂ) 4
  unfold IsDual overlap exampleProjectors exampleStates
  refine ⟨?_, ?_, ?_⟩ <;> ext i j <;> fin_cases i <;> fin_cases j <;>
    simp [Matrix.mul_apply, Fin.sum_univ_succ, h2, h4] <;> norm_num

end

end UltrasoftProjectors
```

The theorem confirms duality and gives both overlap matrices:
$$G=\begin{pmatrix}1/4&1/8\\1/8&5/16\end{pmatrix},\qquad B^\dagger B=\begin{pmatrix}6&-2\\-2&4\end{pmatrix}.$$
For instance, $\langle\beta_1,\varphi_2\rangle=2\cdot\tfrac14-1\cdot\tfrac12=0$ and $\langle\beta_1,\beta_2\rangle=-2$. The proof splits each matrix equation into its entries and evaluates them; `h2` and `h4` record that the numbers 2 and 4 equal their own complex conjugates.

The diagonals give the norms. The pseudo-states have $\|\varphi_1\|=1/2$ and $\|\varphi_2\|=\sqrt5/4\approx0.56$, both below one. The projectors have $\|\beta_1\|=\sqrt6\approx2.45$ and $\|\beta_2\|=2$, above the respective bounds $2$ and $4/\sqrt5\approx1.79$.

Since $\det G=1/16$, inverting $G$ gives
$$G^{-1}=\begin{pmatrix}5&-2\\-2&4\end{pmatrix},\qquad B^\dagger B-G^{-1}=\begin{pmatrix}1&0\\0&0\end{pmatrix}.$$
The excess is positive semidefinite and nonzero, so this $B$ is not canonical. Its deviation is the third component of $\beta_1$, a direction that neither pseudo-state contains. Changing $\beta_2$ to $(0,2,2)$ keeps duality and makes $\langle\beta_1,\beta_2\rangle=0$, although the pseudo-states still overlap: a non-canonical dual set can be orthogonal when the canonical one is not.

```lean
#print axioms UltrasoftProjectors.one_lt_projector_norm
#print axioms UltrasoftProjectors.canonical_orthogonal_iff
```

```
'UltrasoftProjectors.one_lt_projector_norm' depends on axioms: [propext, Classical.choice, Quot.sound]
'UltrasoftProjectors.canonical_orthogonal_iff' depends on axioms: [propext, Classical.choice, Quot.sound]
```
